# Stars of different orbits are orthogonal, and stabilizer phases fix their norms

Let a finite group G act on a finite set X of plane-wave labels, and let e_x be the orthonormal basis vector for label x. Each operation g carries a complex phase w(g,x) with

|w(g,x)| = 1, w(gh,x) = w(g,hx) w(h,x).

These conditions are assumed. They stand for what a space-group operation with rotation R and translation t does to a plane wave of reciprocal lattice vector K: it produces the wave RK times exp(−i RK·t), and successive operations multiply such factors. Operations that differ by a lattice translation give the same factor, so G is the space group modulo its lattice translations, which is finite. The star of x is the group average

F_x = (1/|G|) Σ_g w(g,x) e_(gx).

The orbit of x is the set of all gx, and its stabilizer is the set of g with gx = x.

## From coefficients to norms

The coefficient of F_x at y is

F_x(y) = (1/|G|) Σ_(g: gx=y) w(g,x).

It vanishes unless y lies in the orbit of x. Two different orbits are disjoint, so every term of ⟨F_x,F_y⟩ = Σ_z F_x(z)* F_y(z) is zero when x and y belong to different orbits.

For the coefficient at hx, write g = hk. Then gx = hx exactly when kx = x, and

F_x(hx) = (1/|G|) Σ_(k: kx=x) w(h,kx) w(k,x) = w(h,x) F_x(x).

All coefficients on the orbit therefore have the same modulus, which gives

‖F_x‖² = |orbit| |F_x(x)|².

If every stabilizer phase is 1, the orbit-stabilizer theorem gives

F_x(x) = |stabilizer|/|G| = 1/|orbit|, ‖F_x‖² = 1/|orbit|.

The normalised star is then √|orbit| F_x. If instead some s has sx = x and w(s,x) ≠ 1, setting h = s gives F_x(x) = w(s,x) F_x(x). Hence F_x(x) = 0, and the whole star vanishes.

A change of representative costs only a phase:

w(h,x) F_(hx) = (1/|G|) Σ_g w(gh,x) e_(ghx) = F_x.

## Phases and stars in Lean

```lean
import Mathlib

open MulAction

namespace PhasedStars
```

The predicate `IsPhase` holds the two assumptions on w. The action itself is Mathlib's `MulAction`, with gx written `g • x`.

```lean
/-- Unit phases attached to a group action on plane-wave labels, composing as successive
symmetry operations do: `w(gh,x) = w(g,hx) w(h,x)`. -/
structure IsPhase {G X : Type*} [Group G] [MulAction G X] (w : G → X → ℂ) : Prop where
  norm_one : ∀ g x, ‖w g x‖ = 1
  mul : ∀ g h x, w (g * h) x = w g (h • x) * w h x
```

The star is a vector in `EuclideanSpace ℂ X`, whose inner product makes the vectors `EuclideanSpace.single` orthonormal.

```lean
variable {G X : Type*} [Group G] [Fintype G] [MulAction G X] [DecidableEq X]

/-- The star of `x`: the group average of the phased basis vectors `w(g,x) e_(gx)`. -/
noncomputable def phasedStar (w : G → X → ℂ) (x : X) : EuclideanSpace ℂ X :=
  (Fintype.card G : ℂ)⁻¹ • ∑ g : G, w g x • EuclideanSpace.single (g • x) (1 : ℂ)
```

## Coefficients along an orbit

The first lemma is the coefficient formula, with the restriction gx = y written as an `if`.

```lean
/-- The coefficient of a star at `y` is the average of the phases of the operations that
carry `x` to `y`, the other operations counting as zero. -/
theorem phasedStar_apply (w : G → X → ℂ) (x y : X) :
    phasedStar w x y =
      (Fintype.card G : ℂ)⁻¹ * ∑ g : G, if y = g • x then w g x else 0 := by
  simp [phasedStar, Pi.single_apply]
```

Outside the orbit no operation satisfies that condition, so each summand is zero.

```lean
/-- A star has no component outside the orbit of its representative. -/
theorem phasedStar_apply_of_notMem (w : G → X → ℂ) {x y : X} (hy : y ∉ orbit G x) :
    phasedStar w x y = 0 := by
  rw [phasedStar_apply, Finset.sum_eq_zero, mul_zero]
  intro g _
  exact if_neg fun h => hy ⟨g, h.symm⟩
```

The substitution g = hk is the reindexing by `Equiv.mulLeft h`. The case split on `x = k • x` keeps the stabilizer terms, where the composition rule applies.

```lean
/-- Along the orbit, the coefficients of a star differ only by the phase of the operation. -/
theorem phasedStar_apply_smul {w : G → X → ℂ} (hw : IsPhase w) (h : G) (x : X) :
    phasedStar w x (h • x) = w h x * phasedStar w x x := by
  rw [phasedStar_apply, phasedStar_apply, mul_left_comm]
  congr 1
  rw [Finset.mul_sum]
  -- write each operation as `h * k`
  refine (Equiv.sum_comp (Equiv.mulLeft h) _).symm.trans ?_
  refine Finset.sum_congr rfl fun k _ => ?_
  simp only [Equiv.coe_mulLeft, mul_smul, smul_left_cancel_iff]
  by_cases hk : x = k • x
  · rw [if_pos hk, if_pos hk, hw.mul, ← hk]
  · rw [if_neg hk, if_neg hk, mul_zero]
```

For the change of representative, the sum is reindexed by right multiplication instead.

```lean
/-- Choosing another representative of the orbit changes the star only by a phase. -/
theorem smul_phasedStar_smul {w : G → X → ℂ} (hw : IsPhase w) (h : G) (x : X) :
    w h x • phasedStar w (h • x) = phasedStar w x := by
  unfold phasedStar
  rw [smul_comm]
  congr 1
  rw [Finset.smul_sum]
  refine Eq.trans ?_ (Equiv.sum_comp (Equiv.mulRight h) _)
  refine Finset.sum_congr rfl fun g _ => ?_
  simp only [Equiv.coe_mulRight, hw.mul, mul_smul]
  exact smul_comm _ _ _
```

With trivial stabilizer phases the sum counts the stabilizer, and the orbit-stabilizer theorem turns the count into the inverse orbit size. This lemma does not use `IsPhase`.

```lean
/-- If all operations fixing `x` have phase one, the coefficient of the star at `x` is the
inverse of the orbit size. -/
theorem phasedStar_apply_self {w : G → X → ℂ} {x : X}
    (ht : ∀ g : G, g • x = x → w g x = 1) :
    phasedStar w x x = 1 / (Nat.card (orbit G x) : ℂ) := by
  classical
  have hc : Fintype.card (stabilizer G x) =
      (Finset.univ.filter fun g : G => x = g • x).card :=
    Fintype.card_of_subtype _ fun g =>
      ⟨fun h => mem_stabilizer_iff.2 (Finset.mem_filter.1 h).2.symm,
       fun h => Finset.mem_filter.2 ⟨Finset.mem_univ _, (mem_stabilizer_iff.1 h).symm⟩⟩
  have hs : (∑ g : G, if x = g • x then w g x else 0) =
      (Fintype.card (stabilizer G x) : ℂ) := by
    rw [hc, ← Finset.sum_boole]
    refine Finset.sum_congr rfl fun g _ => ?_
    by_cases hg : x = g • x
    · rw [if_pos hg, if_pos hg, ht g hg.symm]
    · rw [if_neg hg, if_neg hg]
  -- the orbit is finite because the group is; then use the orbit-stabilizer theorem
  let _ : Fintype (orbit G x) := (Set.finite_range fun g : G => g • x).fintype
  have ho := card_orbit_mul_card_stabilizer_eq_card_group G x
  have hG : Fintype.card G ≠ 0 := Fintype.card_ne_zero
  rw [← ho] at hG
  obtain ⟨h1, h2⟩ := mul_ne_zero_iff.1 hG
  have h1' : (Fintype.card (orbit G x) : ℂ) ≠ 0 := Nat.cast_ne_zero.2 h1
  have h2' : (Fintype.card (stabilizer G x) : ℂ) ≠ 0 := Nat.cast_ne_zero.2 h2
  rw [phasedStar_apply, hs, Nat.card_eq_fintype_card, ← ho, Nat.cast_mul]
  field_simp
```

Finiteness of X enters with the norm. The sum of squared moduli is restricted to the orbit, where each term equals the one at x.

```lean
variable [Fintype X]

/-- The squared norm of a star is the orbit size times the squared modulus of its
coefficient at the representative. -/
theorem norm_sq_phasedStar {w : G → X → ℂ} (hw : IsPhase w) (x : X) :
    ‖phasedStar w x‖ ^ 2 = (Nat.card (orbit G x) : ℝ) * ‖phasedStar w x x‖ ^ 2 := by
  classical
  have hc : Fintype.card (orbit G x) =
      (Finset.univ.filter fun y : X => y ∈ orbit G x).card :=
    Fintype.card_of_subtype _ fun y =>
      ⟨fun h => (Finset.mem_filter.1 h).2, fun h => Finset.mem_filter.2 ⟨Finset.mem_univ _, h⟩⟩
  rw [EuclideanSpace.norm_sq_eq, Nat.card_eq_fintype_card, hc, ← nsmul_eq_mul,
    ← Finset.sum_const, Finset.sum_filter]
  refine Finset.sum_congr rfl fun y _ => ?_
  by_cases hy : y ∈ orbit G x
  · rw [if_pos hy]
    obtain ⟨h, rfl⟩ := mem_orbit_iff.1 hy
    rw [phasedStar_apply_smul hw, norm_mul, hw.norm_one, one_mul]
  · rw [if_neg hy, phasedStar_apply_of_notMem w hy, norm_zero]
    norm_num
```

## Orthogonality and the two norms

The main theorem takes any w satisfying `IsPhase` and has three parts: `orbit G x ≠ orbit G y` gives inner product zero; trivial phases on the stabilizer give squared norm `1 / (Nat.card (orbit G x) : ℝ)`; failure of that condition gives zero. The proof follows the derivation above, with disjoint supports for the first part and the equation (w(s,x) − 1) F_x(x) = 0 for the last.

The inner product is that of the coefficient vectors, which corresponds to plane waves integrated over a full unit cell. It is not the overlap over the interstitial region alone, the space between the atomic spheres in the linearised augmented-plane-wave (LAPW) method. The phases are scalars, so symmetry representations of higher dimension are not covered.

```lean
/-- Stars of different orbits are orthogonal; the squared norm of a star is the inverse orbit
size if every operation fixing `x` has phase one, and zero otherwise. -/
theorem star_orthogonality_and_norm {w : G → X → ℂ} (hw : IsPhase w) :
    (∀ x y : X, orbit G x ≠ orbit G y → inner ℂ (phasedStar w x) (phasedStar w y) = 0) ∧
    (∀ x : X, (∀ g : G, g • x = x → w g x = 1) →
      ‖phasedStar w x‖ ^ 2 = 1 / (Nat.card (orbit G x) : ℝ)) ∧
    (∀ x : X, (¬ ∀ g : G, g • x = x → w g x = 1) → ‖phasedStar w x‖ ^ 2 = 0) := by
  refine ⟨fun x y hne => ?_, fun x ht => ?_, fun x hn => ?_⟩
  · -- the two stars have disjoint supports
    rw [PiLp.inner_apply]
    refine Finset.sum_eq_zero fun z _ => ?_
    by_cases hx : z ∈ orbit G x
    · have hy : z ∉ orbit G y := fun hy =>
        hne ((orbit_eq_iff.mpr hx).symm.trans (orbit_eq_iff.mpr hy))
      rw [phasedStar_apply_of_notMem w hy, inner_zero_right]
    · rw [phasedStar_apply_of_notMem w hx, inner_zero_left]
  · have : Nonempty (orbit G x) := ⟨⟨x, mem_orbit_self x⟩⟩
    have h0 : (Nat.card (orbit G x) : ℝ) ≠ 0 := Nat.cast_ne_zero.2 Nat.card_pos.ne'
    rw [norm_sq_phasedStar hw, phasedStar_apply_self ht, norm_div, norm_one,
      Complex.norm_natCast]
    field_simp
  · push Not at hn
    obtain ⟨s, hs, hws⟩ := hn
    -- the coefficient at `x` equals itself times a phase different from one
    have h := phasedStar_apply_smul hw s x
    rw [hs] at h
    have h' : (w s x - 1) * phasedStar w x x = 0 := by linear_combination -h
    have h0 := (mul_eq_zero.1 h').resolve_left (sub_ne_zero.2 hws)
    rw [norm_sq_phasedStar hw, h0, norm_zero]
    norm_num
```

## Extinct stars

A star vanishes exactly when some operation fixing its representative has a phase different from 1. For a finite plane-wave set with the space-group phases exp(−i RK·t), this identifies the stars that a symmetric interstitial density or potential does not need.

```lean
/-- A star vanishes exactly when some operation fixing its representative carries a phase different
from one. -/
theorem phasedStar_eq_zero_iff {w : G → X → ℂ} (hw : IsPhase w) (x : X) :
    phasedStar w x = 0 ↔ ∃ g : G, g • x = x ∧ w g x ≠ 1 := by
  obtain ⟨-, h1, h2⟩ := star_orthogonality_and_norm hw
  constructor
  · intro h
    by_contra hn
    have ht : ∀ g : G, g • x = x → w g x = 1 := fun g hg =>
      by_contra fun hne => hn ⟨g, hg, hne⟩
    have : Nonempty (orbit G x) := ⟨⟨x, mem_orbit_self x⟩⟩
    have h0 : (Nat.card (orbit G x) : ℝ) ≠ 0 := Nat.cast_ne_zero.2 Nat.card_pos.ne'
    have h3 := h1 x ht
    rw [h, norm_zero, zero_pow two_ne_zero] at h3
    exact one_div_ne_zero h0 h3.symm
  · rintro ⟨g, hg, hne⟩
    exact norm_eq_zero.1 (pow_eq_zero_iff two_ne_zero |>.1 (h2 x fun ht => hne (ht g hg)))
```

A reflection k → −k on three labels shows both cases. Here k is a label, an integer modulo 3, so that −1 is the label 2. The group is `ℤˣ` = {1, −1}, and the reflection has phase −1, which selects odd combinations. This is not a phase of the form exp(−i RK·t), which equals 1 at K = 0: the sign −1 is put in by hand to select functions that change sign under the reflection. In a symmetric density the K = 0 star never vanishes.

```lean
/-- Phases for the reflection `k → -k` of three labels: the identity has phase `1` and the
reflection has phase `-1`. -/
def reflectionPhase (u : ℤˣ) (_ : ZMod 3) : ℂ := ((u : ℤ) : ℂ)
```

The label 0 is fixed by the reflection, so its star vanishes. The label 1 has orbit {1, 2} and only the identity in its stabilizer. Its star is (e_1 − e_2)/2, with squared norm 1/2; normalised, it is (e_1 − e_2)/√2.

```lean
/-- The reflection phases obey the composition rule; the star of `k = 0` vanishes and the
star of `k = 1` has squared norm one half. -/
theorem reflectionPhase_witness :
    IsPhase reflectionPhase ∧ phasedStar reflectionPhase 0 = 0 ∧
      ‖phasedStar reflectionPhase 1‖ ^ 2 = 1 / 2 := by
  have hw : IsPhase reflectionPhase := by
    refine ⟨fun u _ => ?_, fun u v _ => ?_⟩
    · rcases Int.units_eq_one_or u with rfl | rfl <;> simp [reflectionPhase]
    · simp [reflectionPhase]
  refine ⟨hw, (phasedStar_eq_zero_iff hw 0).2 ⟨-1, smul_zero _, ?_⟩, ?_⟩
  · norm_num [reflectionPhase]
  · have ho : orbit ℤˣ (1 : ZMod 3) = {1, 2} := by
      ext y
      rw [mem_orbit_iff, Set.mem_insert_iff, Set.mem_singleton_iff]
      revert y
      decide
    have hc : Nat.card (orbit ℤˣ (1 : ZMod 3)) = 2 := by
      rw [ho, Nat.card_coe_set_eq]
      exact Set.ncard_pair (by decide)
    rw [(star_orthogonality_and_norm hw).2.1 1 ?_, hc]
    · norm_num
    · intro u hu
      rcases Int.units_eq_one_or u with rfl | rfl
      · simp [reflectionPhase]
      · exact absurd hu (by decide)

end PhasedStars
```

```lean
#print axioms PhasedStars.smul_phasedStar_smul
-- 'PhasedStars.smul_phasedStar_smul' depends on axioms: [propext, Classical.choice, Quot.sound]
#print axioms PhasedStars.star_orthogonality_and_norm
-- 'PhasedStars.star_orthogonality_and_norm' depends on axioms: [propext, Classical.choice, Quot.sound]
#print axioms PhasedStars.phasedStar_eq_zero_iff
-- 'PhasedStars.phasedStar_eq_zero_iff' depends on axioms: [propext, Classical.choice, Quot.sound]
```
